# Two-body expectation values in a bosonic Fock state are a direct term plus an exchange term between distinct modes

The theorem `two_body_element` concerns a unit vector Ψ that is a simultaneous eigenvector of the boson number operators a_i†a_i, with natural-number occupations n_i. It states that ⟨Ψ, a_p† a_q† a_s a_r Ψ⟩ equals δ_rp δ_sq n_p(n_q − δ_pq) + δ_rq δ_sp (1 − δ_pq) n_p n_q. The hypotheses are the canonical commutation relation, commuting annihilators, and adjointness of a_i and a_i† in the inner product; no Hamiltonian enters, and the set of modes need not be finite. The proof treats the direct pairing (r = p, s = q) and the exchange pairing (r = q, s = p) by counting pairs, and shows that otherwise the element vanishes, because a_r and a_s leave a state orthogonal to the one left by p and q.

In Lean, a first try:

```lean
import Mathlib

open scoped InnerProductSpace

namespace BosonFockEnergy

noncomputable section

/-- Boson ladder operators: `a i` annihilates and `ad i` creates a quantum in mode `i`, with
`[a i, ad j] = δ_ij` and mutually commuting annihilators. -/
structure BosonModes {ι E : Type*} [DecidableEq ι] [AddCommGroup E] [Module ℂ E]
    (a ad : ι → E →ₗ[ℂ] E) : Prop where
  ccr : ∀ i j x, a i (ad j x) - ad j (a i x) = (if i = j then (1 : ℂ) else 0) • x
  comm : ∀ i j x, a i (a j x) = a j (a i x)

variable {ι E : Type*} [DecidableEq ι] [NormedAddCommGroup E] [InnerProductSpace ℂ E]
  {a ad : ι → E →ₗ[ℂ] E} {n : ι → ℕ} {Ψ : E}

/-- Annihilating a quantum in mode `r` lowers the occupation of mode `k` by `δ_kr`. -/
theorem number_annihilate (h : BosonModes a ad) (k r : ι) {c : ℝ} {x : E}
    (hx : ad k (a k x) = (c : ℂ) • x) :
    ad k (a k (a r x)) = ((c - if k = r then 1 else 0 : ℝ) : ℂ) • a r x := by
  have h1 := h.ccr r k (a k x)
  rw [hx, map_smul, h.comm r k x] at h1
  by_cases hk : k = r
  · subst hk
    rw [if_pos rfl] at h1 ⊢
    push_cast
    linear_combination (norm := module) (-1 : ℂ) • h1
  · rw [if_neg (Ne.symm hk)] at h1
    rw [if_neg hk]
    push_cast
    linear_combination (norm := module) (-1 : ℂ) • h1

omit [DecidableEq ι] in
/-- States with different occupations of some mode `k` are orthogonal. -/
theorem orthogonal_of_occupation_ne (hadj : ∀ i x y, ⟪a i x, y⟫_ℂ = ⟪x, ad i y⟫_ℂ)
    {k : ι} {c d : ℝ} {x y : E} (hx : ad k (a k x) = (c : ℂ) • x)
    (hy : ad k (a k y) = (d : ℂ) • y) (hcd : c ≠ d) : ⟪x, y⟫_ℂ = 0 := by
  -- the number operator is symmetric
  have h1 : ⟪ad k (a k x), y⟫_ℂ = ⟪x, ad k (a k y)⟫_ℂ := by
    rw [← hadj, ← inner_conj_symm (𝕜 := ℂ) (ad k (a k x)) y, ← hadj, inner_conj_symm]
  rw [hx, hy, inner_smul_left, inner_smul_right, Complex.conj_ofReal] at h1
  have h2 : ((c : ℂ) - d) * ⟪x, y⟫_ℂ = 0 := by linear_combination h1
  rcases mul_eq_zero.mp h2 with h3 | h3
  · exact absurd (Complex.ofReal_injective (sub_eq_zero.mp h3)) hcd
  · exact h3

/-- On a Fock state, `a_i† a_j† a_j a_i` counts ordered pairs of bosons: it multiplies the
state by `n_i (n_j - δ_ij)`. -/
theorem pair_counting (h : BosonModes a ad) (hn : ∀ i, ad i (a i Ψ) = (n i : ℂ) • Ψ)
    (i j : ι) : ad i (ad j (a j (a i Ψ))) =
      ((n i : ℂ) * ((n j : ℂ) - if j = i then 1 else 0)) • Ψ := by
  have h1 := number_annihilate h j i (c := (n j : ℝ)) (x := Ψ)
    (by rw [Complex.ofReal_natCast]; exact hn j)
  rw [h1, map_smul, hn i, smul_smul]
  congr 1
  split_ifs <;> push_cast <;> ring

/-- The two-body matrix element of a Fock state is a direct term plus an exchange term, the
latter present only for distinct modes. -/
theorem two_body_element (h : BosonModes a ad)
    (hadj : ∀ i x y, ⟪a i x, y⟫_ℂ = ⟪x, ad i y⟫_ℂ)
    (hn : ∀ i, ad i (a i Ψ) = (n i : ℂ) • Ψ) (hΨ : ‖Ψ‖ = 1) (p q r s : ι) :
    ⟪Ψ, ad p (ad q (a s (a r Ψ)))⟫_ℂ =
      (if r = p then 1 else 0) * (if s = q then 1 else 0) *
        ((n p : ℂ) * ((n q : ℂ) - if q = p then 1 else 0)) +
      (if r = q then 1 else 0) * (if s = p then 1 else 0) *
        (if p = q then 0 else (n p : ℂ) * (n q : ℂ)) := by
  have hself : ⟪Ψ, Ψ⟫_ℂ = 1 := by
    rw [inner_self_eq_norm_sq_to_K, hΨ]
    simp
  by_cases hd : r = p ∧ s = q
  · obtain ⟨rfl, rfl⟩ := hd
    rw [pair_counting h hn, inner_smul_right, hself]
    split_ifs <;> simp_all
  by_cases he : r = q ∧ s = p
  · obtain ⟨rfl, rfl⟩ := he
    rw [h.comm, pair_counting h hn, inner_smul_right, hself]
    split_ifs <;> simp_all
  -- otherwise the two doubly annihilated states differ in some occupation
  have hz : ⟪Ψ, ad p (ad q (a s (a r Ψ)))⟫_ℂ = 0 := by
    rw [← hadj, ← hadj]
    by_contra hne
    have hn' : ∀ k, ad k (a k Ψ) = ((n k : ℝ) : ℂ) • Ψ := fun k => by
      rw [Complex.ofReal_natCast]; exact hn k
    have key : ∀ k, (n k : ℝ) - (if k = p then 1 else 0) - (if k = q then 1 else 0) =
        (n k : ℝ) - (if k = r then 1 else 0) - (if k = s then 1 else 0) := by
      intro k
      by_contra hk
      exact hne (orthogonal_of_occupation_ne hadj
        (number_annihilate h k q (number_annihilate h k p (hn' k)))
        (number_annihilate h k s (number_annihilate h k r (hn' k))) hk)
    have hp := key p
    have hq := key q
    split_ifs at hp hq <;> first | linarith | (subst_vars; simp_all)
  rw [hz]
  split_ifs <;> simp_all

end

end BosonFockEnergy
```

The compiler's answer:

```
Main.lean:80:18: error: Tactic `simp` failed with a nested error:
maximum recursion depth has been reached
use `set_option maxRecDepth <num>` to increase limit
use `set_option diagnostics true` to get diagnostic information
Main.lean:98:16: error: Tactic `simp` failed with a nested error:
maximum recursion depth has been reached
use `set_option maxRecDepth <num>` to increase limit
use `set_option diagnostics true` to get diagnostic information
```

After these edits no error is left:

```diff
@@ -76,7 +76,7 @@
     split_ifs <;> simp_all
   by_cases he : r = q ∧ s = p
-  · obtain ⟨rfl, rfl⟩ := he
-    rw [h.comm, pair_counting h hn, inner_smul_right, hself]
-    split_ifs <;> simp_all
+  · have hpq : p ≠ q := fun e => hd ⟨he.1.trans e.symm, he.2.trans e⟩
+    rw [he.1, he.2, h.comm, pair_counting h hn, inner_smul_right, hself]
+    simp [hpq, hpq.symm]
   -- otherwise the two doubly annihilated states differ in some occupation
   have hz : ⟪Ψ, ad p (ad q (a s (a r Ψ)))⟫_ℂ = 0 := by
@@ -95,6 +95,12 @@
     have hq := key q
     split_ifs at hp hq <;> first | linarith | (subst_vars; simp_all)
-  rw [hz]
-  split_ifs <;> simp_all
+  have delta : ∀ x y : ι, ¬(r = x ∧ s = y) →
+      (if r = x then (1 : ℂ) else 0) * (if s = y then 1 else 0) = 0 := by
+    intro x y hxy
+    by_cases h1 : r = x
+    · have h2 : ¬ s = y := fun e => hxy ⟨h1, e⟩
+      rw [if_neg h2, mul_zero]
+    · rw [if_neg h1, zero_mul]
+  rw [hz, delta p q hd, delta q p he, zero_mul, zero_mul, add_zero]
 
 end
```

Both errors are `simp_all` running in a circle, once at the end of the exchange case and once at the end of the vanishing case. The Kronecker deltas in the goal compare the modes p and q in both orders, and `split_ifs` treats `q = p` and `p = q` as separate conditions. One of its branches therefore assumes both equalities. `simp_all` uses hypotheses as left-to-right rewrite rules, so one equality turns q into p and the other turns p back into q. When it simplifies `hd`, which mentions these modes, the rewriting never ends and the recursion limit is reached. The direct case escapes because `hd` has been used up there, and the two equalities simplify each other away.

In the exchange case, the repair first derives `hpq : p ≠ q` from `hd` and `he`: were the modes equal, the exchange pairing would also be the direct one, already excluded. Plain `simp`, given `hpq` and its symmetric form, then evaluates each condition as false. No branch assumes the modes equal, so there is no pair of opposite rewrite rules.

In the vanishing case, `delta` proves that a product of two deltas is zero unless both conditions hold. Applied with `hd` and `he`, it removes both terms on the right without splitting on whether p and q are equal, and `rw` closes the remaining `0 = 0`.
